# With orthonormal core eigenstates $c_i$ of a symmetric $H$, adding $\sum_i c_i\langle f_i,\cdot\rangle$ preserves the Schrödinger equation of the valence part

Whatever vectors $f_i$ I put into the pseudopotential $\sum_i c_i\langle f_i,\cdot\rangle$, the part of a solution orthogonal to the core states $c_i$ is supposed to obey the original Schrödinger equation at the same energy. But the new operator is generally not Hermitian. Why can I trust its energies, and does every valence state still have a pseudo-wavefunction?

## Real valence energies from a non-Hermitian operator

Let $H$ be symmetric, with orthonormal core states $Hc_i=e_ic_i$, and let $P$ project onto their span. If
$$H\varphi+\sum_i c_i\langle f_i,\varphi\rangle=E\varphi,$$
then $\psi=(1-P)\varphi$ satisfies $H\psi=E\psi$ for any $f_i$, and $E$ is real if $\psi\neq0$. Only purely core-like solutions can have complex energies. A determinant condition on $E$ excludes them and gives each valence state at that energy exactly one pseudo-wavefunction.

**Removing the core.** Symmetry gives $\langle c_i,H\varphi\rangle=\langle Hc_i,\varphi\rangle=e_i\langle c_i,\varphi\rangle$. Hence
$$PH\varphi=\sum_i e_i\langle c_i,\varphi\rangle c_i=HP\varphi,$$
so $H$ commutes with $1-P$. Orthonormality gives $(1-P)c_i=0$. Applying $1-P$ to the pseudo-equation therefore deletes the pseudopotential term and leaves $H\psi=E\psi$. Then
$$\bar E\langle\psi,\psi\rangle=\langle H\psi,\psi\rangle=\langle\psi,H\psi\rangle=E\langle\psi,\psi\rangle,$$
and $E$ is real when $\psi\ne0$.

**Going back.** Take $Hv=Ev$ and try $\varphi=v+\sum_j a_jc_j$. With $M_{ij}=e_i\delta_{ij}+\langle f_i,c_j\rangle$, the left side of the pseudo-equation minus the right is
$$\sum_i\Big[\sum_j M_{ij}a_j+\langle f_i,v\rangle-Ea_i\Big]c_i.$$
The $c_i$ are linearly independent, so every bracket must vanish: $(E-M)a=b$ with $b_i=\langle f_i,v\rangle$. If $\det(E-M)\ne0$, there is one solution, $a=(E-M)^{-1}b$. If also $Pv=0$, then $(1-P)\varphi=v$. Conversely, any $\varphi$ with valence part $v$ equals $v+\sum_i\langle c_i,\varphi\rangle c_i$, so no other pseudo-wavefunction exists. Setting $v=0$ shows that a nonzero solution at such an $E$ cannot be purely core-like.

For real $E$ and $f_i=(E-e_i)c_i$, one has $M=E\,1$. With at least one core state the determinant vanishes, and for $Pv=0$ every choice of $a$ solves the system.

## What the Lean objects stand for

`V` is a complex inner-product space, possibly infinite-dimensional and not assumed complete. `H` is a linear map defined on all of it, and `H.IsSymmetric` is the Hermiticity condition. The finite type `ι` labels the core states, `e` holds their real energies, and `E` is complex. The inner product is conjugate-linear in its first slot.

`coreProj`, `valencePart` and `pseudoH` are $P\varphi$, $(1-P)\varphi$ and the left side of the pseudo-equation; `coreMatrix` is $M$. "Valence" here means everything orthogonal to the chosen core, including any higher states. The main theorem is `valencePart_solves`; `existsUnique_pseudoWavefunction` is the converse, which assumes real core energies but not symmetry of `H`.

In electronic structure, this describes the freedom to choose projector functions for a fixed one-electron Hamiltonian whose core eigenstates are known exactly. To apply the Lean theorems as stated to an unbounded atomic Hamiltonian, one must still supply a domain that $H$ maps into itself and that contains the core states, the $f_i$ and the solutions.

```lean
import Mathlib

open Matrix
open scoped InnerProductSpace

namespace GeneralizedPseudopotential

noncomputable section

variable {V ι : Type*} [NormedAddCommGroup V] [InnerProductSpace ℂ V] [Fintype ι]

/-- The sum `P φ = ∑ ⟨c_i, φ⟩ c_i` over the core states `c_i`; `P` is a projection when they are
orthonormal. -/
def coreProj (c : ι → V) (φ : V) : V := ∑ i, ⟪c i, φ⟫_ℂ • c i

/-- The valence part `(1 - P) φ` of a wavefunction. -/
def valencePart (c : ι → V) (φ : V) : V := φ - coreProj c φ

/-- The pseudo-Hamiltonian `H + ∑ c_i ⟨f_i, ·⟩` with projector functions `f_i`. -/
def pseudoH (H : V →ₗ[ℂ] V) (c f : ι → V) (φ : V) : V :=
  H φ + ∑ i, ⟪f i, φ⟫_ℂ • c i

/-- Adding any combination of orthonormal core states leaves the valence part unchanged. -/
theorem valencePart_add_core {c : ι → V} (ho : Orthonormal ℂ c) (φ : V) (b : ι → ℂ) :
    valencePart c (φ + ∑ i, b i • c i) = valencePart c φ := by
  simp only [valencePart, coreProj, inner_add_right, ho.inner_right_fintype, add_smul,
    Finset.sum_add_distrib]
  abel

/-- A symmetric Hamiltonian commutes with taking the valence part, if the core states are
eigenvectors with real energies. -/
theorem H_valencePart {H : V →ₗ[ℂ] V} {c : ι → V} {e : ι → ℝ} (hH : H.IsSymmetric)
    (hc : ∀ i, H (c i) = (e i : ℂ) • c i) (φ : V) :
    H (valencePart c φ) = valencePart c (H φ) := by
  -- symmetry moves H onto the core state in each overlap
  have hin : ∀ i, ⟪c i, H φ⟫_ℂ = (e i : ℂ) * ⟪c i, φ⟫_ℂ := fun i => by
    rw [← hH, hc i, inner_smul_left, Complex.conj_ofReal]
  unfold valencePart coreProj
  rw [map_sub, map_sum]
  congr 1
  refine Finset.sum_congr rfl fun i _ => ?_
  rw [map_smul, hc, hin, smul_smul, mul_comm]

/-- For a symmetric `H` with orthonormal core eigenvectors and any projector functions `f_i`,
the valence part of a solution of the pseudo-equation at energy `E` satisfies the original
Schrödinger equation at the same `E`. -/
theorem valencePart_solves {H : V →ₗ[ℂ] V} {c : ι → V} {e : ι → ℝ} (hH : H.IsSymmetric)
    (ho : Orthonormal ℂ c) (hc : ∀ i, H (c i) = (e i : ℂ) • c i) (f : ι → V) {E : ℂ} {φ : V}
    (h : pseudoH H c f φ = E • φ) :
    H (valencePart c φ) = E • valencePart c φ := by
  -- the pseudopotential term is a core admixture, which 1 - P removes
  rw [H_valencePart hH hc, ← valencePart_add_core ho (H φ) (fun i => ⟪f i, φ⟫_ℂ)]
  change valencePart c (pseudoH H c f φ) = _
  rw [h]
  simp only [valencePart, coreProj, inner_smul_right, smul_sub, Finset.smul_sum, smul_smul]

/-- For a symmetric `H` with orthonormal core eigenvectors and any projector functions `f_i`, a
solution of the pseudo-equation with nonzero valence part has a real energy. -/
theorem energy_real {H : V →ₗ[ℂ] V} {c : ι → V} {e : ι → ℝ} (hH : H.IsSymmetric)
    (ho : Orthonormal ℂ c) (hc : ∀ i, H (c i) = (e i : ℂ) • c i) (f : ι → V) {E : ℂ} {φ : V}
    (h : pseudoH H c f φ = E • φ) (hne : valencePart c φ ≠ 0) : E.im = 0 := by
  have hs := hH (valencePart c φ) (valencePart c φ)
  rw [valencePart_solves hH ho hc f h, inner_smul_left, inner_smul_right] at hs
  exact Complex.conj_eq_iff_im.mp (mul_right_cancel₀ (inner_self_ne_zero.mpr hne) hs)

variable [DecidableEq ι]

/-- The matrix `M_ij = e_i δ_ij + ⟨f_i, c_j⟩` of core energies and projector overlaps. -/
def coreMatrix (e : ι → ℝ) (c f : ι → V) : Matrix ι ι ℂ :=
  Matrix.diagonal (fun i => (e i : ℂ)) + Matrix.of fun i j => ⟪f i, c j⟫_ℂ

/-- If `H v = E v` and the core states are orthonormal eigenvectors of `H` with real energies, then
`v + ∑ a_i c_i` solves the pseudo-equation at energy `E` exactly when the amplitudes obey the linear
system `M a + ⟨f, v⟩ = E a`. -/
theorem solves_iff_amplitudes {H : V →ₗ[ℂ] V} {c : ι → V} {e : ι → ℝ}
    (ho : Orthonormal ℂ c) (hc : ∀ i, H (c i) = (e i : ℂ) • c i) (f : ι → V) {E : ℂ} {v : V}
    (hv : H v = E • v) (a : ι → ℂ) :
    pseudoH H c f (v + ∑ i, a i • c i) = E • (v + ∑ i, a i • c i) ↔
      ∀ i, (coreMatrix e c f *ᵥ a) i + ⟪f i, v⟫_ℂ = E * a i := by
  have hM : ∀ i, (coreMatrix e c f *ᵥ a) i = a i * e i + ⟪f i, ∑ j, a j • c j⟫_ℂ := by
    intro i
    rw [coreMatrix, Matrix.add_mulVec, Pi.add_apply, Matrix.mulVec_diagonal, inner_sum,
      mul_comm (a i)]
    congr 1
    simp only [Matrix.mulVec, dotProduct, Matrix.of_apply, inner_smul_right]
    exact Finset.sum_congr rfl fun j _ => mul_comm _ _
  -- the residual of the pseudo-equation lies in the core space
  have hres : pseudoH H c f (v + ∑ i, a i • c i) - E • (v + ∑ i, a i • c i) =
      ∑ i, ((coreMatrix e c f *ᵥ a) i + ⟪f i, v⟫_ℂ - E * a i) • c i := by
    simp only [pseudoH, hM, map_add, map_sum, map_smul, hc, hv, inner_add_right, smul_add,
      Finset.smul_sum, smul_smul, add_smul, sub_smul, Finset.sum_add_distrib,
      Finset.sum_sub_distrib]
    abel
  rw [← sub_eq_zero, hres]
  constructor
  · intro h i
    exact sub_eq_zero.mp (Fintype.linearIndependent_iff.mp ho.linearIndependent _ h i)
  · intro h
    exact Finset.sum_eq_zero fun i _ => by rw [h i, sub_self, zero_smul]

/-- Let the core states be orthonormal eigenvectors of `H` with real energies, and let
`det (E - M) ≠ 0`, where `M` is `coreMatrix`. Then each solution `v` of `H v = E v` with `P v = 0`
is the valence part of exactly one solution of the pseudo-equation at energy `E`. -/
theorem existsUnique_pseudoWavefunction {H : V →ₗ[ℂ] V} {c : ι → V} {e : ι → ℝ}
    (ho : Orthonormal ℂ c) (hc : ∀ i, H (c i) = (e i : ℂ) • c i) (f : ι → V) {E : ℂ} {v : V}
    (hdet : (E • (1 : Matrix ι ι ℂ) - coreMatrix e c f).det ≠ 0)
    (hv : H v = E • v) (hP : coreProj c v = 0) :
    ∃! φ, pseudoH H c f φ = E • φ ∧ valencePart c φ = v := by
  set A := E • (1 : Matrix ι ι ℂ) - coreMatrix e c f with hA
  have hu : IsUnit A.det := isUnit_iff_ne_zero.mpr hdet
  have hAa : ∀ a i, (A *ᵥ a) i = E * a i - (coreMatrix e c f *ᵥ a) i := by
    intro a i
    rw [hA, Matrix.sub_mulVec, Matrix.smul_mulVec, Matrix.one_mulVec]
    rfl
  refine ⟨v + ∑ i, (A⁻¹ *ᵥ fun j => ⟪f j, v⟫_ℂ) i • c i, ⟨?_, ?_⟩, ?_⟩
  · -- the amplitudes are obtained by inverting E - M
    rw [solves_iff_amplitudes ho hc f hv]
    intro i
    have h1 := hAa (A⁻¹ *ᵥ fun j => ⟪f j, v⟫_ℂ) i
    rw [Matrix.mulVec_mulVec, Matrix.mul_nonsing_inv A hu, Matrix.one_mulVec] at h1
    linear_combination h1
  · rw [valencePart_add_core ho, valencePart, hP, sub_zero]
  · rintro φ ⟨hφ, hval⟩
    have hsplit : φ = v + ∑ i, ⟪c i, φ⟫_ℂ • c i := by
      rw [← hval, valencePart, coreProj, sub_add_cancel]
    have hs := (solves_iff_amplitudes ho hc f hv (fun i => ⟪c i, φ⟫_ℂ)).mp
      (by rw [← hsplit]; exact hφ)
    have hb : (A *ᵥ fun i => ⟪c i, φ⟫_ℂ) = fun j => ⟪f j, v⟫_ℂ := by
      funext i
      rw [hAa]
      linear_combination -(hs i)
    rw [← hb, Matrix.mulVec_mulVec, Matrix.nonsing_inv_mul A hu, Matrix.one_mulVec]
    exact hsplit

/-- If the core states are orthonormal eigenvectors of `H` with real energies and `det (E - M) ≠ 0`,
where `M` is `coreMatrix`, every nonzero solution of the pseudo-equation at energy `E` has a nonzero
valence part. -/
theorem valencePart_ne_zero {H : V →ₗ[ℂ] V} {c : ι → V} {e : ι → ℝ}
    (ho : Orthonormal ℂ c) (hc : ∀ i, H (c i) = (e i : ℂ) • c i) (f : ι → V) {E : ℂ} {φ : V}
    (hdet : (E • (1 : Matrix ι ι ℂ) - coreMatrix e c f).det ≠ 0)
    (h : pseudoH H c f φ = E • φ) (hφ : φ ≠ 0) : valencePart c φ ≠ 0 := by
  intro h0
  -- both φ and 0 would be pseudo-wavefunctions with vanishing valence part
  have hex := existsUnique_pseudoWavefunction ho hc f hdet (v := 0) (by simp)
    (by simp [coreProj])
  exact hφ (hex.unique ⟨h, h0⟩ ⟨by simp [pseudoH], by simp [valencePart, coreProj]⟩)

/-- A two-level Hamiltonian with energies 1 and 2. -/
def twoLevelH : EuclideanSpace ℂ (Fin 2) →ₗ[ℂ] EuclideanSpace ℂ (Fin 2) where
  toFun x := !₂[x 0, 2 * x 1]
  map_add' x y := by ext i; fin_cases i <;> simp [mul_add]
  map_smul' r x := by ext i; fin_cases i <;> simp [mul_left_comm]

/-- The two-level Hamiltonian is symmetric, and `(1, 0)` is a normalised core eigenstate with energy
1. With projector function `(0, 1)`, the unnormalised vector `(1, 1)` solves the pseudo-equation at
`E = 2` and has valence part `(0, 1)`, and `det (E - M) ≠ 0` for the matrix `M` given by
`coreMatrix`. -/
theorem twoLevel_witness :
    let c : Fin 1 → EuclideanSpace ℂ (Fin 2) := fun _ => !₂[1, 0]
    let f : Fin 1 → EuclideanSpace ℂ (Fin 2) := fun _ => !₂[0, 1]
    let φ : EuclideanSpace ℂ (Fin 2) := !₂[1, 1]
    twoLevelH.IsSymmetric ∧ Orthonormal ℂ c ∧
      (∀ i, twoLevelH (c i) = ((1 : ℝ) : ℂ) • c i) ∧
      pseudoH twoLevelH c f φ = (2 : ℂ) • φ ∧ valencePart c φ = !₂[0, 1] ∧
      ((2 : ℂ) • (1 : Matrix (Fin 1) (Fin 1) ℂ) - coreMatrix (fun _ => 1) c f).det ≠ 0 := by
  intro c f φ
  refine ⟨?_, ?_, ?_, ?_, ?_, ?_⟩
  · intro x y
    simp only [twoLevelH, LinearMap.coe_mk, AddHom.coe_mk, PiLp.inner_apply,
      Fin.sum_univ_two, RCLike.inner_apply]
    simp
    have h2 : (starRingEnd ℂ) 2 = 2 := map_ofNat (starRingEnd ℂ) 2
    linear_combination (y.ofLp 1 * (starRingEnd ℂ) (x.ofLp 1)) * h2
  · rw [orthonormal_iff_ite]
    intro i j
    rw [Subsingleton.elim i j, if_pos rfl]
    simp only [c, PiLp.inner_apply, Fin.sum_univ_two, RCLike.inner_apply]
    simp
  · intro i
    ext k
    fin_cases k <;> simp [c, twoLevelH]
  · ext k
    fin_cases k <;>
      norm_num [c, f, φ, pseudoH, twoLevelH, PiLp.inner_apply, Fin.sum_univ_two]
  · ext k
    fin_cases k <;>
      simp [c, φ, valencePart, coreProj, PiLp.inner_apply, Fin.sum_univ_two]
  · rw [Matrix.det_fin_one]
    norm_num [c, f, coreMatrix, PiLp.inner_apply, Fin.sum_univ_two]

end

end GeneralizedPseudopotential
```

```lean
#print axioms GeneralizedPseudopotential.valencePart_solves
#print axioms GeneralizedPseudopotential.energy_real
#print axioms GeneralizedPseudopotential.valencePart_ne_zero
```

```
'GeneralizedPseudopotential.valencePart_solves' depends on axioms: [propext, Classical.choice, Quot.sound]
'GeneralizedPseudopotential.energy_real' depends on axioms: [propext, Classical.choice, Quot.sound]
'GeneralizedPseudopotential.valencePart_ne_zero' depends on axioms: [propext, Classical.choice, Quot.sound]
```

## From the commutation to the linear system

`valencePart_add_core` says that core admixtures do not change the valence part, and `H_valencePart` is the commutation with $1-P$. `valencePart_solves` moves $H$ inside the valence part, adds the pseudopotential term there at no cost, and substitutes the pseudo-equation. `energy_real` cancels the nonzero $\langle\psi,\psi\rangle$.

In `solves_iff_amplitudes`, `hres` is the bracketed residual above, and linear independence sets its coefficients to zero. The converse then uses the inverse of `A`, which is $E-M$, once for existence and once for uniqueness. `valencePart_ne_zero` applies that uniqueness to $v=0$.

`twoLevel_witness` checks the symmetry of $H$, the core eigenstate, the pseudo-equation, the valence part and the determinant condition for
$$H=\begin{pmatrix}1&0\\0&2\end{pmatrix},\qquad H+c\langle f,\cdot\rangle=\begin{pmatrix}1&1\\0&2\end{pmatrix}.$$
The second matrix is not Hermitian, yet $(1,1)$ solves the pseudo-equation at $E=2$ with valence part $(0,1)$. Normalised, the pseudo-wavefunction is $(1,1)/\sqrt2$ and its valence part $(0,1)/\sqrt2$, which carries half the norm squared.
